# An orthogonal symmetry of the harmonic energy carries force constants by $\Phi(s i, s j) = R\,\Phi(i,j)\,R^{\mathsf T}$

Atoms are treated here as labels without positions, and a symmetry operation is a pair $(s, R)$: a permutation $s$ that says which atom goes where, and an orthogonal matrix $R$ that turns the displacement vectors. Whether such a pair comes from a real rotation or mirror of a crystal is left open; all that is assumed is that it leaves the harmonic energy unchanged. The matrix $\Phi(i,j)$ is the block of force constants that couples the displacements of atoms $i$ and $j$. For a finite set of atoms whose blocks satisfy $\Phi(j,i) = \Phi(i,j)^{\mathsf T}$, this invariance is equivalent to the law in the title.

In a harmonic phonon calculation on a finite supercell, the law lets the block of one pair of atoms supply the blocks of all pairs related to it by symmetry.

## Energy and symmetry operation

The atoms form a finite type `ι` and the Cartesian axes a finite type `d`, so the spatial dimension is arbitrary.

In Lean 4 with Mathlib:

```lean
import Mathlib

open Matrix

namespace ForceConstantSymmetry

noncomputable section

variable {ι d : Type*} [Fintype ι] [Fintype d]
```

A displacement $u$ assigns a real vector $u_i$ to each atom $i$. Its harmonic energy is

$$E_\Phi(u) = \tfrac12 \sum_i \sum_j u_i \cdot \Phi(i,j)\, u_j ,$$

where the sum runs over ordered pairs and includes $i = j$.

```lean
/-- Harmonic energy of the displacements `u` for the force-constant blocks `Φ i j`. -/
def energy (Φ : ι → ι → Matrix d d ℝ) (u : ι → d → ℝ) : ℝ :=
  1 / 2 * ∑ i, ∑ j, u i ⬝ᵥ (Φ i j *ᵥ u j)
```

The operation $S$ moves the displacement of atom $i$ to atom $s i$ and turns it, $(Su)_{s i} = R\,u_i$. Written for the receiving atom $k = s i$, this is $(Su)_k = R\,u_{s^{-1}k}$.

```lean
/-- The operation `S` that carries the displacement of atom `i` to atom `s i` and turns it
by `R`, so that `(S u) (s i) = R (u i)`. -/
def displace (s : Equiv.Perm ι) (R : Matrix d d ℝ) (u : ι → d → ℝ) : ι → d → ℝ :=
  fun k => R *ᵥ u (s.symm k)
```

Invariance means $E_\Phi(Su) = E_\Phi(u)$ for every $u$.

```lean
/-- The harmonic energy is unchanged by the operation `(s, R)`, for every displacement. -/
def IsInvariant (Φ : ι → ι → Matrix d d ℝ) (s : Equiv.Perm ι) (R : Matrix d d ℝ) : Prop :=
  ∀ u, energy Φ (displace s R u) = energy Φ u
```

## The energy determines the blocks

Expanding the energy of a sum $u + v$ gives $E_\Phi(u) + E_\Phi(v)$ and two cross terms, each with a factor $\tfrac12$. The transpose relation makes them equal. It stands for the equality of mixed second derivatives of the potential energy, and is a hypothesis, `hΦ`, because the blocks are given as data. Exchanging the names $i$ and $j$,

$$\sum_{i,j} v_i \cdot \Phi(i,j) u_j = \sum_{i,j} v_j \cdot \Phi(i,j)^{\mathsf T} u_i = \sum_{i,j} u_i \cdot \Phi(i,j) v_j ,$$

and therefore

$$E_\Phi(u+v) = E_\Phi(u) + E_\Phi(v) + \sum_{i,j} u_i \cdot \Phi(i,j) v_j .$$

```lean
/-- The energy of two superposed displacements is the sum of their energies plus a
coupling term. -/
theorem energy_add {Φ : ι → ι → Matrix d d ℝ} (hΦ : ∀ i j, Φ j i = (Φ i j)ᵀ)
    (u v : ι → d → ℝ) :
    energy Φ (u + v) = energy Φ u + energy Φ v + ∑ i, ∑ j, u i ⬝ᵥ (Φ i j *ᵥ v j) := by
  -- the two cross terms agree by the transpose relation
  have hswap : ∑ i, ∑ j, v i ⬝ᵥ (Φ i j *ᵥ u j) = ∑ i, ∑ j, u i ⬝ᵥ (Φ i j *ᵥ v j) := by
    refine Finset.sum_comm.trans
      (Finset.sum_congr rfl fun i _ => Finset.sum_congr rfl fun j _ => ?_)
    rw [hΦ i j, Matrix.dotProduct_mulVec (v j), Matrix.vecMul_transpose,
      dotProduct_comm (Φ i j *ᵥ v j) (u i)]
  unfold energy
  simp only [Pi.add_apply, Matrix.mulVec_add, dotProduct_add, add_dotProduct,
    Finset.sum_add_distrib]
  linear_combination (1 / 2) * hswap
```

The equality of the cross terms is `hswap`; the last line adds half of it to the expanded energy.

Next, insert $Su$ into the energy and relabel both summation indices by $s$:

$$E_\Phi(Su) = \tfrac12 \sum_{i,j} (R u_i) \cdot \Phi(s i, s j) R u_j = \tfrac12 \sum_{i,j} u_i \cdot \bigl(R^{\mathsf T} \Phi(s i, s j) R\bigr) u_j .$$

This is again a harmonic energy of $u$, with new blocks. It holds for any matrix $R$, orthogonal or not.

```lean
/-- After the operation `(s, R)` the energy is a harmonic energy of the original
displacements, with blocks `Rᵀ Φ(s i, s j) R`. -/
theorem energy_displace (Φ : ι → ι → Matrix d d ℝ) (s : Equiv.Perm ι) (R : Matrix d d ℝ)
    (u : ι → d → ℝ) :
    energy Φ (displace s R u) = energy (fun i j => Rᵀ * Φ (s i) (s j) * R) u := by
  unfold energy
  congr 1
  -- relabel both atoms by the permutation
  refine (Equiv.sum_comp s _).symm.trans (Finset.sum_congr rfl fun i _ => ?_)
  refine (Equiv.sum_comp s _).symm.trans (Finset.sum_congr rfl fun j _ => ?_)
  simp only [displace, Equiv.symm_apply_apply]
  rw [← Matrix.mulVec_mulVec, ← Matrix.mulVec_mulVec, Matrix.dotProduct_mulVec (u i) Rᵀ,
    Matrix.vecMul_transpose]
```

The relabelling is done by `Equiv.sum_comp`, once for each atom index.

Let $e_{ia}$ be the displacement that moves atom $i$ by one unit along axis $a$ and leaves all other atoms at rest.

```lean
variable [DecidableEq ι] [DecidableEq d]

/-- Unit displacement of atom `i` along the axis `a`. -/
def unitDisp (i : ι) (a : d) : ι → d → ℝ := Pi.single i (Pi.single a 1)
```

For $u = e_{ia}$ and $v = e_{jb}$ only one term of the coupling sum survives, the matrix element $\Phi_{ab}(i,j)$. Hence

$$\Phi_{ab}(i,j) = E_\Phi(e_{ia} + e_{jb}) - E_\Phi(e_{ia}) - E_\Phi(e_{jb}) .$$

This also covers $i = j$, $a = b$, where the right-hand side is $4E_\Phi(e_{ia}) - 2E_\Phi(e_{ia}) = 2E_\Phi(e_{ia})$.

```lean
/-- For blocks with the transpose relation, each force constant is the energy of two unit
displacements made together minus their separate energies. -/
theorem force_constant_eq_energy_difference {Φ : ι → ι → Matrix d d ℝ}
    (hΦ : ∀ i j, Φ j i = (Φ i j)ᵀ) (i j : ι) (a b : d) :
    Φ i j a b = energy Φ (unitDisp i a + unitDisp j b)
      - energy Φ (unitDisp i a) - energy Φ (unitDisp j b) := by
  have h : ∑ k, ∑ l, unitDisp i a k ⬝ᵥ (Φ k l *ᵥ unitDisp j b l) = Φ i j a b := by
    unfold unitDisp
    rw [Finset.sum_eq_single i]
    · rw [Finset.sum_eq_single j]
      · simp
      · intro l _ hl
        simp [Pi.single_eq_of_ne hl]
      · simp
    · intro k _ hk
      simp [Pi.single_eq_of_ne hk]
    · simp
  rw [energy_add hΦ, h]
  ring
```

In the proof, `h` reduces the double sum to its single term, and `energy_add` does the rest.

If two sets of blocks $\Phi$ and $\Psi$ both obey the transpose relation and give equal energies for all displacements, the right-hand sides above agree for every matrix element, so $\Phi = \Psi$.

```lean
/-- Two sets of force constants, each with the transpose relation, that give the same
energy for all displacements are equal. -/
theorem force_constants_unique {Φ Ψ : ι → ι → Matrix d d ℝ}
    (hΦ : ∀ i j, Φ j i = (Φ i j)ᵀ) (hΨ : ∀ i j, Ψ j i = (Ψ i j)ᵀ)
    (h : ∀ u, energy Φ u = energy Ψ u) : Φ = Ψ := by
  funext i j
  ext a b
  rw [force_constant_eq_energy_difference hΦ, force_constant_eq_energy_difference hΨ,
    h, h, h]
```

## The transformation law and its converse

Set $\Psi(i,j) = R^{\mathsf T} \Phi(s i, s j) R$. These blocks inherit the transpose relation:

$$\Psi(j,i) = R^{\mathsf T} \Phi(s i, s j)^{\mathsf T} R = \Psi(i,j)^{\mathsf T} .$$

If the energy is invariant, then $E_\Psi(u) = E_\Phi(Su) = E_\Phi(u)$ for all $u$, and uniqueness gives $\Psi = \Phi$. Multiplying by $R$ on the left and $R^{\mathsf T}$ on the right, with $R R^{\mathsf T} = 1$, yields

$$\Phi(s i, s j) = R\,\Phi(i,j)\,R^{\mathsf T} .$$

Conversely, inserting this law into $\Psi$ and using $R^{\mathsf T} R = 1$ gives $\Psi = \Phi$, so $E_\Phi(Su) = E_\Psi(u) = E_\Phi(u)$.

```lean
/-- For blocks with the transpose relation, the harmonic energy is invariant under the atom
permutation `s` combined with the orthogonal matrix `R` exactly when `Φ(s i, s j) = R Φ(i, j) Rᵀ`
for all pairs of atoms. -/
theorem invariant_iff_force_constants {Φ : ι → ι → Matrix d d ℝ}
    (hΦ : ∀ i j, Φ j i = (Φ i j)ᵀ) (s : Equiv.Perm ι) {R : Matrix d d ℝ}
    (hR : Rᵀ * R = 1) :
    IsInvariant Φ s R ↔ ∀ i j, Φ (s i) (s j) = R * Φ i j * Rᵀ := by
  constructor
  · intro h i j
    have hR' : R * Rᵀ = 1 := mul_eq_one_comm.mp hR
    -- the transformed blocks give the same energy, hence are the same blocks
    have key : (fun i j => Rᵀ * Φ (s i) (s j) * R) = Φ := by
      refine force_constants_unique (fun i j => ?_) hΦ (fun u => ?_)
      · simp only [Matrix.transpose_mul, Matrix.transpose_transpose, hΦ (s i) (s j),
          Matrix.mul_assoc]
      · rw [← energy_displace]
        exact h u
    have hij : Rᵀ * Φ (s i) (s j) * R = Φ i j := congrFun (congrFun key i) j
    rw [← hij]
    calc Φ (s i) (s j) = (R * Rᵀ) * Φ (s i) (s j) * (R * Rᵀ) := by
          rw [hR', Matrix.one_mul, Matrix.mul_one]
      _ = R * (Rᵀ * Φ (s i) (s j) * R) * Rᵀ := by simp only [Matrix.mul_assoc]
  · intro h u
    have key : (fun i j => Rᵀ * Φ (s i) (s j) * R) = Φ := by
      funext i j
      rw [h i j]
      calc Rᵀ * (R * Φ i j * Rᵀ) * R = (Rᵀ * R) * Φ i j * (Rᵀ * R) := by
            simp only [Matrix.mul_assoc]
        _ = Φ i j := by rw [hR, Matrix.one_mul, Matrix.mul_one]
    rw [energy_displace, key]
```

Orthogonality enters as `hR`, which admits rotations and reflections alike. In both directions `key` is the equality $\Psi = \Phi$.

The smallest interesting case is a single atom bound to a fixed site. Then $s$ is the identity, there is one symmetric block $K$, and the law reads $K = R K R^{\mathsf T}$: the energy is invariant exactly when $K$ commutes with $R$. The case also shows what the transpose relation does. An antisymmetric part of $K$ would contribute nothing to the energy, so invariance of the energy could not constrain it.

## Three constants for a block fixed by the swap and the mirror

Take an fcc atom at the origin and its neighbour along $(1,1,0)$. Two reflections leave both atoms in place. The first exchanges $x$ and $y$; call its matrix $P$.

```lean
/-- The reflection that exchanges the `x` and `y` axes. -/
def swapXY : Matrix (Fin 3) (Fin 3) ℝ := !![0, 1, 0; 1, 0, 0; 0, 0, 1]
```

The second reverses $z$; call its matrix $M$.

```lean
/-- The mirror that reverses the `z` axis. -/
def mirrorZ : Matrix (Fin 3) (Fin 3) ℝ := !![1, 0, 0; 0, 1, 0; 0, 0, -1]
```

The claim is that a block fixed by both has the form

$$B(\alpha,\beta,\gamma) = \begin{pmatrix} \alpha & \beta & 0 \\ \beta & \alpha & 0 \\ 0 & 0 & \gamma \end{pmatrix} .$$

```lean
/-- The block with constants `α` (`xx` and `yy`), `β` (`xy` and `yx`) and `γ` (`zz`). -/
def neighbourBlock (α β γ : ℝ) : Matrix (Fin 3) (Fin 3) ℝ := !![α, β, 0; β, α, 0; 0, 0, γ]
```

One direction is direct. Exchanging the first two rows and the first two columns leaves $B(\alpha,\beta,\gamma)$ unchanged, and $M$ changes the sign only of entries that are already zero.

```lean
/-- Every block of the three-constant form is fixed by the `x`-`y` swap and the `z` mirror. -/
theorem neighbourBlock_fixed (α β γ : ℝ) :
    swapXY * neighbourBlock α β γ * swapXYᵀ = neighbourBlock α β γ ∧
      mirrorZ * neighbourBlock α β γ * mirrorZᵀ = neighbourBlock α β γ := by
  constructor <;> ext i j <;> fin_cases i <;> fin_cases j <;>
    simp [swapXY, mirrorZ, neighbourBlock, Matrix.mul_apply, Fin.sum_univ_three]
```

For the other direction, let $B$ be any real $3\times3$ block. The condition $P B P^{\mathsf T} = B$ gives $B_{xx} = B_{yy}$ and $B_{xy} = B_{yx}$. The condition $M B M^{\mathsf T} = B$ gives $B_{xz} = -B_{xz}$, and likewise for $yz$, $zx$ and $zy$, so these four entries vanish. What remains is $\alpha = B_{xx}$, $\beta = B_{xy}$, $\gamma = B_{zz}$, and the triple is unique because its members are entries of $B$.

```lean
/-- A block is fixed by the `x`-`y` swap and the `z` mirror exactly when it has the
three-constant form, for one and only one triple of constants. -/
theorem fixed_iff_three_constants (B : Matrix (Fin 3) (Fin 3) ℝ) :
    (swapXY * B * swapXYᵀ = B ∧ mirrorZ * B * mirrorZᵀ = B) ↔
      ∃! p : ℝ × ℝ × ℝ, B = neighbourBlock p.1 p.2.1 p.2.2 := by
  constructor
  · rintro ⟨h1, h2⟩
    -- the swap equates entries, the mirror removes those with a single index z
    have a1 := congrFun (congrFun h1 0) 0
    have a2 := congrFun (congrFun h1 0) 1
    have b1 := congrFun (congrFun h2 0) 2
    have b2 := congrFun (congrFun h2 1) 2
    have b3 := congrFun (congrFun h2 2) 0
    have b4 := congrFun (congrFun h2 2) 1
    simp only [Matrix.mul_apply, Fin.sum_univ_three, Matrix.transpose_apply]
      at a1 a2 b1 b2 b3 b4
    simp [swapXY] at a1 a2
    simp [mirrorZ] at b1 b2 b3 b4
    refine ⟨(B 0 0, B 0 1, B 2 2), ?_, ?_⟩
    · show B = neighbourBlock (B 0 0) (B 0 1) (B 2 2)
      ext i j
      fin_cases i <;> fin_cases j <;> simp [neighbourBlock] <;> linarith
    · rintro ⟨α, β, γ⟩ h
      have h' : B = neighbourBlock α β γ := h
      rw [h']
      simp [neighbourBlock]
  · rintro ⟨⟨α, β, γ⟩, h, -⟩
    have h' : B = neighbourBlock α β γ := h
    rw [h']
    exact neighbourBlock_fixed α β γ
```

The axes $x, y, z$ are the indices `0`, `1`, `2`, and `∃!` states that exactly one triple exists. The hypotheses `a1` and `a2` come from the swap, `b1` to `b4` from the mirror. Symmetry of $B$ is not assumed; it follows.

To apply the transformation law, both matrices must be orthogonal: $P^{\mathsf T} P = 1$ and $M^{\mathsf T} M = 1$.

```lean
/-- The `x`-`y` swap and the `z` mirror are orthogonal. -/
theorem swap_mirror_orthogonal : swapXYᵀ * swapXY = 1 ∧ mirrorZᵀ * mirrorZ = 1 := by
  constructor <;> ext i j <;> fin_cases i <;> fin_cases j <;>
    simp [swapXY, mirrorZ, Matrix.mul_apply, Fin.sum_univ_three]
```

Now let the energy be invariant under $(s, P)$ and $(t, M)$, where both permutations fix the atoms $i$ and $j$. The law becomes

$$\Phi(i,j) = P\,\Phi(i,j)\,P^{\mathsf T}, \qquad \Phi(i,j) = M\,\Phi(i,j)\,M^{\mathsf T},$$

so $\Phi(i,j)$ has the three-constant form.

```lean
/-- For blocks with the transpose relation: if the energy is invariant under the `x`-`y` swap and
the `z` mirror, and both leave the atoms `i` and `j` in place, the block `Φ i j` is given by a
unique triple of constants. -/
theorem neighbour_three_constants {Φ : ι → ι → Matrix (Fin 3) (Fin 3) ℝ}
    (hΦ : ∀ i j, Φ j i = (Φ i j)ᵀ) {s t : Equiv.Perm ι}
    (hs : IsInvariant Φ s swapXY) (ht : IsInvariant Φ t mirrorZ) {i j : ι}
    (hsi : s i = i) (hsj : s j = j) (hti : t i = i) (htj : t j = j) :
    ∃! p : ℝ × ℝ × ℝ, Φ i j = neighbourBlock p.1 p.2.1 p.2.2 := by
  have h1 := (invariant_iff_force_constants hΦ s swap_mirror_orthogonal.1).1 hs i j
  have h2 := (invariant_iff_force_constants hΦ t swap_mirror_orthogonal.2).1 ht i j
  rw [hsi, hsj] at h1
  rw [hti, htj] at h2
  exact (fixed_iff_three_constants (Φ i j)).1 ⟨h1.symm, h2.symm⟩
```

The fcc geometry enters through `hs` and `ht`, which say that the two reflections are symmetries of the energy, and through `hsi`, `hsj`, `hti` and `htj`, which say that the two atoms stay in place. The other atoms may be permuted.

## A pair of atoms in which all three constants are free

It remains to see that these symmetries impose no further relation among $\alpha$, $\beta$ and $\gamma$. Take two atoms with $\Phi(0,1) = \Phi(1,0) = B(\alpha,\beta,\gamma)$ and $\Phi(0,0) = \Phi(1,1) = -B(\alpha,\beta,\gamma)$. The blocks in each row sum to zero, so a uniform shift of both atoms produces no force.

```lean
/-- Two atoms coupled by a three-constant block, with the opposite block on each atom. -/
def pairModel (α β γ : ℝ) (i j : Fin 2) : Matrix (Fin 3) (Fin 3) ℝ :=
  if i = j then -neighbourBlock α β γ else neighbourBlock α β γ
```

The block $B(\alpha,\beta,\gamma)$ is symmetric, which gives the transpose relation. Under $P$ and $M$ the atoms stay in place and every block is fixed. The inversion through the midpoint of the bond exchanges the atoms and has $R = -1$; since $(-1)\,B\,(-1)^{\mathsf T} = B$ and the exchange maps each block to an equal one, it too satisfies the law. The converse direction of the law turns these matrix identities into invariance of the energy, for every real $\alpha$, $\beta$, $\gamma$.

```lean
/-- For any three constants the two-atom model has the transpose relation and is invariant
under the swap, the mirror, and the inversion that exchanges the atoms. -/
theorem pairModel_witness (α β γ : ℝ) :
    (∀ i j, pairModel α β γ j i = (pairModel α β γ i j)ᵀ) ∧
      IsInvariant (pairModel α β γ) (Equiv.refl _) swapXY ∧
      IsInvariant (pairModel α β γ) (Equiv.refl _) mirrorZ ∧
      IsInvariant (pairModel α β γ) (Equiv.swap 0 1) (-1) := by
  have hT : (neighbourBlock α β γ)ᵀ = neighbourBlock α β γ := by
    ext i j
    fin_cases i <;> fin_cases j <;> simp [neighbourBlock]
  obtain ⟨h1, h2⟩ := neighbourBlock_fixed α β γ
  have hΦ : ∀ i j, pairModel α β γ j i = (pairModel α β γ i j)ᵀ := by
    intro i j
    fin_cases i <;> fin_cases j <;> simp [pairModel, hT]
  refine ⟨hΦ, ?_, ?_, ?_⟩
  · refine (invariant_iff_force_constants hΦ _ swap_mirror_orthogonal.1).2 fun i j => ?_
    by_cases hij : i = j <;> simp [pairModel, hij, h1]
  · refine (invariant_iff_force_constants hΦ _ swap_mirror_orthogonal.2).2 fun i j => ?_
    by_cases hij : i = j <;> simp [pairModel, hij, h2]
  · refine (invariant_iff_force_constants hΦ _ (by simp)).2 fun i j => ?_
    fin_cases i <;> fin_cases j <;> simp [pairModel]

end

end ForceConstantSymmetry
```

The constants are free with respect to these three operations in a two-atom model, which is not a full fcc crystal. Mechanical stability and invariance of the isolated pair under arbitrary rotations are not imposed, and either would restrict the constants.

```lean
#print axioms ForceConstantSymmetry.force_constant_eq_energy_difference
-- 'ForceConstantSymmetry.force_constant_eq_energy_difference' depends on axioms: [propext, Classical.choice, Quot.sound]
#print axioms ForceConstantSymmetry.neighbour_three_constants
-- 'ForceConstantSymmetry.neighbour_three_constants' depends on axioms: [propext, Classical.choice, Quot.sound]
```
